# The oblique projector P(P − Q)⁻¹ of two idempotents with invertible difference

**Q:** Take the lines through (1, 0) and (1, 1) in ℂ², with orthogonal projectors, rows separated by semicolons,

P = [1 0; 0 0], Q = ½ [1 1; 1 1].

I want the operator F that keeps the first line and kills the second. P alone fails, since it sends (1, 1) to (1, 0). What does the difference of the two projectors buy me?

**A:** Call it D = P − Q = ½ [1 −1; −1 −1]. Its square is ½ times the identity, so D⁻¹ = 2D and

F = P D⁻¹ = [1 −1; 0 0].

This F fixes (1, 0) and sends (1, 1) to zero. It is idempotent but not Hermitian: it projects along a slanted direction.

**Q:** That used a special D². What does the general definition assume?

**A:** A ring with unit, in which multiplication need not commute, and two elements P and Q whose difference is invertible.

```lean
import Mathlib

open LinearMap

namespace ObliqueProjector

section Ring

variable {R : Type*} [Ring R]

/-- The element `F = P (P - Q)⁻¹`, defined when `P - Q` is invertible. -/
def oblique (P Q : R) [Invertible (P - Q)] : R := P * ⅟(P - Q)
```

`Invertible (P - Q)` supplies a two-sided inverse, written `⅟(P - Q)`. The theorems add `IsIdempotentElem` where needed, which means P² = P. Hermiticity is never assumed, so P and Q may themselves be oblique.

**Q:** Then why should P D⁻¹ kill Q? The Q stands on the wrong side of the inverse.

**A:** You can move the inverse across. Expand both products, using P² = P and Q² = Q:

D P = P − QP

(1 − Q) D = P − Q − QP + Q = P − QP

They agree. The Lean proof expands in the same way, and `abel` collects the terms.

```lean
/-- The difference of two idempotents intertwines `P` with the complement `1 - Q`. -/
theorem sub_intertwines {P Q : R} (hP : IsIdempotentElem P) (hQ : IsIdempotentElem Q) :
    (P - Q) * P = (1 - Q) * (P - Q) := by
  simp only [sub_mul, mul_sub, one_mul, hP.eq, hQ.eq]
  abel
```

Multiplying D P = (1 − Q) D by D⁻¹ on both sides gives

F = P D⁻¹ = D⁻¹ (1 − Q).

The `calc` chain below does this by inserting D⁻¹D in front of P.

```lean
/-- The same element can be written with the inverse on the left, `F = (P - Q)⁻¹ (1 - Q)`. -/
theorem oblique_eq {P Q : R} [Invertible (P - Q)]
    (hP : IsIdempotentElem P) (hQ : IsIdempotentElem Q) :
    oblique P Q = ⅟(P - Q) * (1 - Q) := by
  unfold oblique
  calc P * ⅟(P - Q) = ⅟(P - Q) * ((P - Q) * P) * ⅟(P - Q) := by
        rw [← mul_assoc, invOf_mul_self, one_mul]
    _ = ⅟(P - Q) * ((1 - Q) * (P - Q)) * ⅟(P - Q) := by rw [sub_intertwines hP hQ]
    _ = ⅟(P - Q) * (1 - Q) := by
        rw [mul_assoc, mul_assoc, mul_invOf_self, mul_one]
```

**Q:** And the projector relations follow from having both forms?

**A:** Yes, line by line:

PF = P² D⁻¹ = F

FP = D⁻¹ (P − QP) = D⁻¹ D P = P

FQ = D⁻¹ (Q − Q²) = 0

F² = (FP) D⁻¹ = P D⁻¹ = F

For the last relation, multiply the second form by D: DF = 1 − Q. Since PF = F, this reads F − QF = 1 − Q, hence

Q (1 − F) = Q − QF = 1 − F.

In the code, `hPF`, `hFP`, `hFQ`, `hFF` and `hD` are these steps in order.

```lean
/-- `F = P (P - Q)⁻¹` is idempotent, satisfies `PF = F`, `FP = P` and `FQ = 0`, and its
complement `1 - F` is left unchanged by `Q` acting from the left. -/
theorem oblique_projector {P Q : R} [Invertible (P - Q)]
    (hP : IsIdempotentElem P) (hQ : IsIdempotentElem Q) :
    IsIdempotentElem (oblique P Q) ∧ P * oblique P Q = oblique P Q ∧
      oblique P Q * P = P ∧ oblique P Q * Q = 0 ∧
      Q * (1 - oblique P Q) = 1 - oblique P Q := by
  have hPF : P * oblique P Q = oblique P Q := by
    unfold oblique
    rw [← mul_assoc, hP.eq]
  have hFP : oblique P Q * P = P := by
    have h : (1 - Q) * P = (P - Q) * P := by rw [sub_mul, sub_mul, one_mul, hP.eq]
    rw [oblique_eq hP hQ, mul_assoc, h, ← mul_assoc, invOf_mul_self, one_mul]
  have hFQ : oblique P Q * Q = 0 := by
    rw [oblique_eq hP hQ, mul_assoc, sub_mul, one_mul, hQ.eq, sub_self, mul_zero]
  have hFF : oblique P Q * oblique P Q = oblique P Q := by
    calc oblique P Q * oblique P Q = oblique P Q * P * ⅟(P - Q) :=
          (mul_assoc (oblique P Q) P (⅟(P - Q))).symm
      _ = P * ⅟(P - Q) := by rw [hFP]
      _ = oblique P Q := rfl
  -- multiplying F by P - Q from the left gives the complement of Q
  have hD : (P - Q) * oblique P Q = 1 - Q := by
    rw [oblique_eq hP hQ, ← mul_assoc, mul_invOf_self, one_mul]
  rw [sub_mul, hPF] at hD
  refine ⟨hFF, hPF, hFP, hFQ, ?_⟩
  calc Q * (1 - oblique P Q)
      = (oblique P Q - Q * oblique P Q) - oblique P Q + Q := by
        rw [mul_sub, mul_one]
        abel
    _ = 1 - oblique P Q := by
        rw [hD]
        abel
```

**Q:** Could another operator do the same job?

**A:** No. If GP = P and GQ = 0, then GD = P, so G = P D⁻¹ = F. This doesn't even use idempotence.

```lean
/-- An element that fixes `P` and annihilates `Q` from the left is `P (P - Q)⁻¹`. -/
theorem oblique_unique {P Q G : R} [Invertible (P - Q)]
    (hGP : G * P = P) (hGQ : G * Q = 0) : G = oblique P Q := by
  unfold oblique
  calc G = G * (P - Q) * ⅟(P - Q) := by rw [mul_assoc, mul_invOf_self, mul_one]
    _ = P * ⅟(P - Q) := by rw [mul_sub, hGP, hGQ, sub_zero]
```

Exchanging P and Q should give the complementary projector. Indeed (1 − F)Q = Q and (1 − F)P = 0, so uniqueness, with the roles exchanged, identifies 1 − F with Q(Q − P)⁻¹. Lean takes the inverse of Q − P as a separate argument, although it is just −D⁻¹.

```lean
/-- Exchanging the roles of `P` and `Q` turns `F` into the complementary projector `1 - F`. -/
theorem oblique_swap {P Q : R} [Invertible (P - Q)] [Invertible (Q - P)]
    (hP : IsIdempotentElem P) (hQ : IsIdempotentElem Q) :
    oblique Q P = 1 - oblique P Q := by
  obtain ⟨-, -, hFP, hFQ, -⟩ := oblique_projector hP hQ
  exact (oblique_unique (by rw [sub_mul, one_mul, hFQ, sub_zero])
    (by rw [sub_mul, one_mul, hFP, sub_self])).symm

end Ring
```

**Q:** So far this is algebra. I care about subspaces. Where does it say "onto the range of P, along the range of Q"?

**A:** In the next theorem. `Module.End K V` is the ring of linear maps from V to itself, and `range` and `ker` are the usual subspaces. Apply the relations to a vector x:

- Fx = P(Fx) and Px = F(Px), so F and P have the same range.
- If Fx = 0, then Q(1 − F)x = (1 − F)x becomes Qx = x, so x lies in the range of Q. Conversely, F(Qx) = 0.

`LinearMap.congr_fun` is the step from an operator identity to its action on x.

```lean
section Operators

variable {K V : Type*} [Ring K] [AddCommGroup V] [Module K V]

/-- For linear operators, `F` projects onto the range of `P` along the range of `Q`:
its range is that of `P` and its kernel is the range of `Q`. -/
theorem range_ker_oblique {P Q : Module.End K V} [Invertible (P - Q)]
    (hP : IsIdempotentElem P) (hQ : IsIdempotentElem Q) :
    range (oblique P Q) = range P ∧ ker (oblique P Q) = range Q := by
  obtain ⟨-, hPF, hFP, hFQ, hc⟩ := oblique_projector hP hQ
  constructor
  · apply le_antisymm
    · rintro _ ⟨x, rfl⟩
      exact ⟨oblique P Q x, LinearMap.congr_fun hPF x⟩
    · rintro _ ⟨x, rfl⟩
      exact ⟨P x, LinearMap.congr_fun hFP x⟩
  · apply le_antisymm
    · intro x hx
      have hx0 : oblique P Q x = 0 := hx
      have h : Q (x - oblique P Q x) = x - oblique P Q x := LinearMap.congr_fun hc x
      rw [hx0, sub_zero] at h
      exact ⟨x, h⟩
    · rintro _ ⟨x, rfl⟩
      exact LinearMap.congr_fun hFQ x
```

V may have any dimension, but it carries no norm or inner product. Nothing is said about boundedness, and operators defined only on a dense domain are not covered.

**Q:** Invertibility of D is still an assumption. Isn't it enough that the two ranges are complementary?

**A:** No. Take P = [1 −1; 0 0] and Q = [0 0; −1 1]. Their ranges are the two coordinate axes, but both kill (1, 1), so D is singular. The projector onto one axis along the other exists; this formula just can't produce it from that pair. The kernels must be complementary too.

Suppose first that D is bijective. A vector x in both ranges has Px = x = Qx, and one in both kernels has Px = 0 = Qx; either way Dx = 0, so x = 0. Any y = Dx splits in both ways:

y = Px + Q(−x) = (Px − x) + (x − Qx),

where the last two terms lie in ker P and ker Q.

Conversely, assume both pairs are complementary. If Dx = 0, then Px = Qx lies in both ranges, so it vanishes; x is then in both kernels and is zero. For surjectivity, write y = Pa + Qb, then a = k + l and b = m + n, with k, m in ker P and l, n in ker Q. Now

D(l − m) = Pl − Pm − Ql + Qm = Pl + Qm = Pa + Qb = y.

`IsUnit` means invertible and `IsCompl` means complementary. `Module.End.isUnit_iff` turns the first into bijectivity, and the rest follows the argument above.

```lean
/-- The difference of two projectors is invertible exactly when their ranges are
complementary subspaces and their kernels are complementary subspaces. -/
theorem isUnit_sub_iff {P Q : Module.End K V}
    (hP : IsIdempotentElem P) (hQ : IsIdempotentElem Q) :
    IsUnit (P - Q) ↔ IsCompl (range P) (range Q) ∧ IsCompl (ker P) (ker Q) := by
  have hPP : ∀ x, P (P x) = P x := fun x => LinearMap.congr_fun hP.eq x
  have hQQ : ∀ x, Q (Q x) = Q x := fun x => LinearMap.congr_fun hQ.eq x
  rw [Module.End.isUnit_iff]
  simp only [isCompl_iff, Submodule.disjoint_def, codisjoint_iff, Submodule.eq_top_iff',
    Submodule.mem_sup]
  constructor
  · rintro ⟨hinj, hsurj⟩
    have h0 : ∀ x, P x = Q x → x = 0 := fun x hx =>
      hinj (by rw [LinearMap.sub_apply, hx, sub_self, map_zero])
    refine ⟨⟨?_, ?_⟩, ⟨?_, ?_⟩⟩
    · rintro x ⟨a, ha⟩ ⟨b, hb⟩
      apply h0
      have h1 : P x = x := by rw [← ha, hPP]
      have h2 : Q x = x := by rw [← hb, hQQ]
      rw [h1, h2]
    · intro y
      obtain ⟨x, rfl⟩ := hsurj y
      exact ⟨P x, ⟨x, rfl⟩, Q (-x), ⟨-x, rfl⟩, by
        rw [map_neg, LinearMap.sub_apply, sub_eq_add_neg]⟩
    · intro x hx hy
      exact h0 x ((LinearMap.mem_ker.mp hx).trans (LinearMap.mem_ker.mp hy).symm)
    · intro y
      obtain ⟨x, rfl⟩ := hsurj y
      refine ⟨P x - x, ?_, x - Q x, ?_, ?_⟩
      · rw [LinearMap.mem_ker, map_sub, hPP, sub_self]
      · rw [LinearMap.mem_ker, map_sub, hQQ, sub_self]
      · rw [LinearMap.sub_apply]
        abel
  · rintro ⟨⟨hr, hrs⟩, ⟨hk, hks⟩⟩
    constructor
    · rw [injective_iff_map_eq_zero]
      intro x hx
      have h : P x = Q x := sub_eq_zero.mp hx
      have hz : P x = 0 := hr _ ⟨x, rfl⟩ ⟨x, h.symm⟩
      exact hk x hz (h.symm.trans hz)
    · intro y
      obtain ⟨_, ⟨a, rfl⟩, _, ⟨b, rfl⟩, rfl⟩ := hrs y
      -- split both preimages along the kernels and recombine the parts
      obtain ⟨k, hk1, l, hl1, rfl⟩ := hks a
      obtain ⟨m, hm1, n, hn1, rfl⟩ := hks b
      rw [LinearMap.mem_ker] at hk1 hl1 hm1 hn1
      refine ⟨l - m, ?_⟩
      simp only [LinearMap.sub_apply, map_sub, map_add, hk1, hl1, hm1, hn1]
      abel

end Operators
```

**Q:** Is my ℂ² example in there as well?

**A:** Yes, as explicit matrices.

```lean
/-- The orthogonal projector onto the line through `(1, 0)` in `ℂ²`. -/
def axisProj : Matrix (Fin 2) (Fin 2) ℂ := !![1, 0; 0, 0]

/-- The orthogonal projector onto the line through `(1, 1)` in `ℂ²`. -/
noncomputable def diagProj : Matrix (Fin 2) (Fin 2) ℂ := !![1 / 2, 1 / 2; 1 / 2, 1 / 2]

/-- The projectors onto the lines through `(1, 0)` and `(1, 1)` are idempotent, their difference
times twice itself is the identity, and the first projector times twice the difference is the matrix
with rows `(1, -1)` and `(0, 0)`. -/
theorem oblique_witness :
    IsIdempotentElem axisProj ∧ IsIdempotentElem diagProj ∧
      (axisProj - diagProj) * ((2 : ℂ) • (axisProj - diagProj)) = 1 ∧
      axisProj * ((2 : ℂ) • (axisProj - diagProj)) = !![1, -1; 0, 0] := by
  unfold IsIdempotentElem
  refine ⟨?_, ?_, ?_, ?_⟩ <;> ext i j <;> fin_cases i <;> fin_cases j <;>
    norm_num [axisProj, diagProj, Matrix.mul_apply, Fin.sum_univ_succ]

end ObliqueProjector
```

The theorem checks both idempotents, D(2D) = 1 and the product P(2D), entry by entry. It doesn't mention `oblique`, but 2D commutes with D, so it is the two-sided inverse and the product is F.

**Q:** What happens as the lines close up?

**A:** Replace (1, 1) by (cos θ, sin θ) with 0 < θ ≤ π/2. The same calculation by hand gives D² = sin²θ · 1 and

F = [1 −cot θ; 0 0].

At θ = π/2 this is P itself; as θ → 0 the off-diagonal entry diverges. The same thing matters in electronic structure when a one-particle state is divided between two non-orthogonal fragment subspaces: with P and Q the orthogonal projectors onto them, F extracts the first fragment's part, provided the two subspaces are complementary in the chosen finite-dimensional space. The kernels are the orthogonal complements of the ranges, so they are then complementary as well and D is invertible. Nearly parallel directions can make the first fragment's part much larger in norm than the state itself.

```lean
#print axioms ObliqueProjector.oblique_projector
-- 'ObliqueProjector.oblique_projector' depends on axioms: [propext]
#print axioms ObliqueProjector.oblique_swap
-- 'ObliqueProjector.oblique_swap' depends on axioms: [propext]
#print axioms ObliqueProjector.range_ker_oblique
-- 'ObliqueProjector.range_ker_oblique' depends on axioms: [propext, Classical.choice, Quot.sound]
#print axioms ObliqueProjector.isUnit_sub_iff
-- 'ObliqueProjector.isUnit_sub_iff' depends on axioms: [propext, Classical.choice, Quot.sound]
```
